# The number of determinants within k excitations of a given determinant

A configuration interaction calculation in a finite orbital basis expands the electronic state in Slater determinants, and the number of determinants soon becomes enormous. The Hamiltonian, however, contains only one- and two-electron operators. With orthonormal spin orbitals, it therefore has no matrix element between determinants that differ in more than two orbitals. How many elements of one row can then be nonzero, and what fraction of the row is that?

Let there be $M$ spin orbitals, and let $S$ be the set of the $N$ orbitals occupied in a chosen determinant. Any other determinant is likewise given by its occupied set $T$. In the code the spin orbitals are the elements of a finite type `α`, so $M$ is `Fintype.card α`. A determinant is a `Finset α`, and $N$ is `S.card`. Phases and orbital shapes play no part in the counting.

In Lean 4 with Mathlib:

```lean
import Mathlib

open Finset

namespace CISparsity

variable {α : Type*} [Fintype α] [DecidableEq α]
```

## Holes and particles

An excitation empties a set $A$ of occupied orbitals and fills a set $B$ of virtual ones:

$$T=(S\setminus A)\cup B .$$

```lean
/-- The determinant obtained from `S` by emptying the orbitals in `A` and filling those in `B`. -/
def excite (S A B : Finset α) : Finset α := (S \ A) ∪ B
```

The excitation level of $T$ relative to $S$ is $j=|S\setminus T|$, the number of orbitals occupied in $S$ and empty in $T$. "Differing in $j$ orbitals" means $j$ replacements, so a double excitation has $j=2$ although four occupation numbers change. The condition $|T|=|S|$ keeps the electron number fixed.

```lean
/-- The determinants with as many electrons as `S` in which exactly `j` of the orbitals
occupied in `S` are empty. -/
def level (S : Finset α) (j : ℕ) : Finset (Finset α) :=
  univ.filter fun T => T.card = S.card ∧ (S \ T).card = j
```

Allowing all levels up to $k$ gives the set whose size is wanted. It contains $S$ itself, at level zero.

```lean
/-- The determinants with as many electrons as `S` in which at most `k` of the orbitals
occupied in `S` are empty. -/
def upToLevel (S : Finset α) (k : ℕ) : Finset (Finset α) :=
  univ.filter fun T => T.card = S.card ∧ (S \ T).card ≤ k
```

The pair $(A,B)$ can be recovered from $T$. Suppose $A\subseteq S$ and $B$ lies in the complement $S^c$. No orbital of $B$ is in $S$, so the orbitals of $S$ missing from $T$ are exactly those of $A$. Everything in $S\setminus A$ is in $S$, so the orbitals of $T$ outside $S$ are exactly those of $B$:

$$S\setminus T=A,\qquad T\setminus S=B .$$

The proof checks both equalities orbital by orbital: `ext x` picks an orbital, and `tauto` settles the propositional logic of its membership.

```lean
/-- If `A` consists of occupied and `B` of virtual orbitals of `S`, both sets can be read off
from the excited determinant. -/
theorem holes_and_particles {S A B : Finset α} (hA : A ⊆ S) (hB : B ⊆ Sᶜ) :
    S \ excite S A B = A ∧ excite S A B \ S = B := by
  constructor
  · ext x
    have h1 : x ∈ A → x ∈ S := fun h => hA h
    have h2 : x ∈ B → x ∉ S := fun h => mem_compl.1 (hB h)
    simp only [excite, mem_sdiff, mem_union]
    tauto
  · ext x
    have h2 : x ∈ B → x ∉ S := fun h => mem_compl.1 (hB h)
    simp only [excite, mem_sdiff, mem_union]
    tauto
```

## Counting one excitation level

Every determinant $T$ gives a pair $(S\setminus T,\,T\setminus S)$. Splitting each determinant into shared and unshared orbitals gives

$$|S|=|S\setminus T|+|S\cap T|,\qquad |T|=|T\setminus S|+|S\cap T| .$$

Hence $|T|=|S|$ holds exactly when there are as many particles as holes. Level $j$ thus corresponds one-to-one to the choices of $j$ holes among $N$ occupied orbitals and $j$ particles among $M-N$ virtual ones, and its size is

$$\binom Nj\binom{M-N}j .$$

In the proof, `Finset.card_bij'` takes the two maps, $T\mapsto(S\setminus T,T\setminus S)$ and $(A,B)\mapsto(S\setminus A)\cup B$, and leaves four goals. The first two say that each map lands in the right set; there `omega` does the electron bookkeeping from the two displayed identities. The last two say that the maps undo each other. The final line counts the pairs.

```lean
/-- With `N` electrons in `M` spin orbitals, the `j`-fold excitations of a determinant
number `C(N,j) C(M-N,j)`. -/
theorem card_level (S : Finset α) (j : ℕ) :
    (level S j).card = S.card.choose j * (Fintype.card α - S.card).choose j := by
  -- a determinant corresponds to its pair (holes, particles)
  have h : (level S j).card = (powersetCard j S ×ˢ powersetCard j Sᶜ).card := by
    refine Finset.card_bij' (fun T _ => (S \ T, T \ S)) (fun p _ => excite S p.1 p.2)
      ?_ ?_ ?_ ?_
    · intro T hT
      simp only [level, mem_filter, mem_univ, true_and] at hT
      have h1 := card_sdiff_add_card_inter S T
      have h2 := card_sdiff_add_card_inter T S
      rw [inter_comm] at h2
      simp only [mem_product, mem_powersetCard]
      refine ⟨⟨sdiff_subset, hT.2⟩, ?_, by omega⟩
      intro x hx
      exact mem_compl.2 (mem_sdiff.1 hx).2
    · rintro ⟨A, B⟩ hp
      simp only [mem_product, mem_powersetCard] at hp
      obtain ⟨⟨hA, hAc⟩, hB, hBc⟩ := hp
      obtain ⟨e1, e2⟩ := holes_and_particles hA hB
      -- equally many holes and particles conserve the electron number
      have h1 := card_sdiff_add_card_inter S (excite S A B)
      have h2 := card_sdiff_add_card_inter (excite S A B) S
      rw [inter_comm, e2] at h2
      rw [e1] at h1
      simp only [level, mem_filter, mem_univ, true_and]
      exact ⟨by omega, by rw [e1]; exact hAc⟩
    · intro T _
      ext x
      simp only [excite, mem_sdiff, mem_union]
      tauto
    · rintro ⟨A, B⟩ hp
      simp only [mem_product, mem_powersetCard] at hp
      obtain ⟨e1, e2⟩ := holes_and_particles hp.1.1 hp.2.1
      exact Prod.ext e1 e2
  rw [h, card_product, card_powersetCard, card_powersetCard, card_compl]
```

## Summing the levels

A determinant has only one excitation level, so the levels are disjoint and their sizes add:

$$\#\{T:\ |T|=N,\ |S\setminus T|\le k\}=\sum_{j=0}^{k}\binom Nj\binom{M-N}j .$$

The theorem holds for every $S$ and every $k$; terms with more holes than electrons, or more particles than virtual orbitals, are zero. `range (k + 1)` runs over $j=0,\dots,k$. The proof first writes the set as a union of levels and then applies `card_biUnion`, which requires the disjointness shown at the end.

```lean
/-- With `N` electrons in `M` spin orbitals, the determinants that differ from a given one in at
most `k` orbitals number `∑_{j ≤ k} C(N,j) C(M-N,j)`. -/
theorem card_upToLevel (S : Finset α) (k : ℕ) :
    (upToLevel S k).card =
      ∑ j ∈ range (k + 1), S.card.choose j * (Fintype.card α - S.card).choose j := by
  have h : upToLevel S k = (range (k + 1)).biUnion (level S) := by
    ext T
    simp only [upToLevel, level, mem_biUnion, mem_range, mem_filter, mem_univ, true_and]
    constructor
    · rintro ⟨h1, h2⟩
      exact ⟨_, Nat.lt_succ_of_le h2, h1, rfl⟩
    · rintro ⟨j, hj, h1, h2⟩
      exact ⟨h1, by omega⟩
  -- different excitation levels share no determinant
  rw [h, card_biUnion]
  · exact sum_congr rfl fun j _ => card_level S j
  · intro i _ j _ hij
    refine Finset.disjoint_left.2 fun T hi hj => hij ?_
    simp only [level, mem_filter, mem_univ, true_and] at hi hj
    exact hi.2.symm.trans hj.2
```

At $k=N$ the restriction on the level is empty, because no more than $N$ orbitals can be vacated. The set is then the whole $N$-electron space, and counting it directly gives

$$\sum_{j=0}^{N}\binom Nj\binom{M-N}j=\binom MN .$$

```lean
/-- For `N` electrons in `M` spin orbitals, the products `C(N,j) C(M-N,j)` with `j ≤ N` add up to
`C(M,N)`. -/
theorem full_ci_dimension (S : Finset α) :
    ∑ j ∈ range (S.card + 1), S.card.choose j * (Fintype.card α - S.card).choose j =
      (Fintype.card α).choose S.card := by
  have h : upToLevel S S.card = powersetCard S.card univ := by
    ext T
    have hle : (S \ T).card ≤ S.card := card_le_card sdiff_subset
    simp only [upToLevel, mem_filter, mem_univ, true_and, mem_powersetCard, subset_univ]
    exact ⟨fun h => h.1, fun h => ⟨h, hle⟩⟩
  rw [← card_upToLevel, h, card_powersetCard, card_univ]
```

## From determinants to matrix elements

Let $H$ be a complex matrix indexed by determinants, and suppose that $H_{ST}=0$ whenever $|T|=N$ and $|S\setminus T|>k$. Every nonzero element of row $S$ in the $N$-electron space then belongs to a determinant already counted, so the sum above bounds the number of nonzeros.

The hypothesis `hH` stands for the limited number of electrons that the interaction can move at once. For the electronic Hamiltonian it holds with $k=2$ by the Slater–Condon rules, which are assumed here and not derived. Hermiticity is not needed. Spin or spatial symmetry may make further elements vanish, and the bound takes no account of that.

```lean
/-- If a Hamiltonian does not couple `S` to determinants of equal electron number that differ in
more than `k` orbitals, its row `S` has at most `∑_{j ≤ k} C(N,j) C(M-N,j)` nonzero elements
in the `N`-electron space. -/
theorem row_nonzeros_le (H : Matrix (Finset α) (Finset α) ℂ) (S : Finset α) (k : ℕ)
    (hH : ∀ T, T.card = S.card → k < (S \ T).card → H S T = 0) :
    (univ.filter fun T => T.card = S.card ∧ H S T ≠ 0).card ≤
      ∑ j ∈ range (k + 1), S.card.choose j * (Fintype.card α - S.card).choose j := by
  rw [← card_upToLevel]
  apply card_le_card
  intro T hT
  simp only [upToLevel, mem_filter, mem_univ, true_and] at hT ⊢
  exact ⟨hT.1, not_lt.1 fun h => hT.2 (hH T hT.1 h)⟩
```

From this hypothesis alone the bound cannot be lowered. Put 1 wherever the level is at most $k$ and 0 elsewhere: the nonzeros of row $S$ are then exactly the counted determinants. This matrix is a test case and does not represent a molecule.

```lean
/-- The matrix whose element for a pair of determinants `U`, `V` is 1 if at most `k` of the orbitals
occupied in `U` are empty in `V`, and 0 otherwise, has exactly `∑_{j ≤ k} C(N,j) C(M-N,j)` nonzero
elements in row `S` of the `N`-electron space. -/
theorem row_nonzeros_attained (S : Finset α) (k : ℕ) :
    (univ.filter fun T : Finset α => T.card = S.card ∧
      (Matrix.of fun U V : Finset α => if (U \ V).card ≤ k then (1 : ℂ) else 0) S T ≠ 0).card =
      ∑ j ∈ range (k + 1), S.card.choose j * (Fintype.card α - S.card).choose j := by
  rw [← card_upToLevel]
  congr 1
  ext T
  simp [upToLevel]
```

## Quartic growth at half filling

Now take $k=2$ and $M=2N$, so that there are as many virtual as occupied spin orbitals. The three levels contribute

$$\binom N0^2=1,\qquad \binom N1^2=N^2,\qquad \binom N2^2=\frac{N^2(N-1)^2}{4},$$

and the count is

$$D=1+N^2+\frac{N^2(N-1)^2}{4}.$$

The formula also holds for $N=0$ and $N=1$, where it gives 1 and 2. The code states it in the rational numbers, where the division by 4 is ordinary division. After the sum is expanded, `Nat.cast_choose_two` supplies $\binom N2=N(N-1)/2$ and `ring` finishes the algebra.

```lean
/-- At half filling, `M = 2N`, the determinants that differ from a given one in at most two
orbitals number `1 + N² + N²(N-1)²/4`. -/
theorem half_filling (S : Finset α) (hM : Fintype.card α = 2 * S.card) :
    ((upToLevel S 2).card : ℚ) =
      1 + (S.card : ℚ) ^ 2 + (S.card : ℚ) ^ 2 * ((S.card : ℚ) - 1) ^ 2 / 4 := by
  rw [card_upToLevel, hM, show 2 * S.card - S.card = S.card by omega]
  simp only [sum_range_succ, sum_range_zero, Nat.choose_zero_right, Nat.choose_one_right]
  push_cast
  rw [Nat.cast_choose_two]
  ring
```

For $N\ge2$ this lies between two multiples of $N^4$. Write $N=t+2$ with $t\ge0$. Expanding gives

$$16\left(D-\frac{N^4}{16}\right)=3t^4+16t^3+44t^2+80t+80,$$

$$4\left(N^4-D\right)=3t^4+26t^3+79t^2+100t+40 .$$

Both right-hand sides are positive, so $N^4/16\le D\le N^4$. The proof gives `nlinarith` the nonnegativity of $t$ and its powers, which is what these expansions use.

```lean
/-- At half filling with `N ≥ 2` electrons, the number of determinants that differ from a given
one in at most two orbitals lies between `N⁴/16` and `N⁴`. -/
theorem quartic_scaling (S : Finset α) (hM : Fintype.card α = 2 * S.card) (hN : 2 ≤ S.card) :
    (S.card : ℚ) ^ 4 / 16 ≤ (upToLevel S 2).card ∧
      ((upToLevel S 2).card : ℚ) ≤ (S.card : ℚ) ^ 4 := by
  rw [half_filling S hM]
  have hx : (2 : ℚ) ≤ S.card := by exact_mod_cast hN
  generalize (S.card : ℚ) = x at hx
  have ht : 0 ≤ x - 2 := by linarith
  constructor <;>
    nlinarith [pow_nonneg ht 2, pow_nonneg ht 3, pow_nonneg ht 4]
```

## The fraction of the full CI row

Quartic growth alone does not make a row sparse; the count has to be compared with the full dimension $\binom{2N}{N}$. This dimension includes determinants of every spin projection. If a calculation fixes the spin projection, both the count and the dimension are smaller, and the fraction has to be worked out anew. Expand $4^N=(1+1)^{2N}$ into binomial coefficients. For $N\ge1$ the two end terms add up to $2\le\binom{2N}N$, and each of the remaining $2N-1$ terms is at most the central one. Therefore

$$4^N\le 2N\binom{2N}{N}.$$

Together with $D\le N^4$ this yields, for $N\ge2$,

$$\frac{D}{\binom{2N}{N}}\le\frac{2N^5}{4^N}.$$

Mathlib supplies the binomial estimate as `Nat.four_pow_le_two_mul_self_mul_centralBinom`. The proof clears the positive denominators, and its `calc` block multiplies the two inequalities.

For small $N$ the estimate is weak: at $N=2$ every determinant is within two excitations, so the fraction is 1 while the bound is 4. The bound equals 1 at $N=8$ and is below 1 from $N=9$ on. For large $N$ it falls by nearly a factor of 4 each time $N$ grows by one.

For an iterative CI eigensolver, which needs products of the Hamiltonian with a vector, this means that at half filling in a finite basis each row contributes at most $N^4$ terms when $N\ge2$, given the two-replacement rule. The number of rows still grows exponentially.

```lean
/-- At half filling with `N ≥ 2` electrons, the determinants that differ from a given one in at
most two orbitals make up at most a fraction `2N⁵/4^N` of the full CI space. -/
theorem sparse_fraction (S : Finset α) (hM : Fintype.card α = 2 * S.card) (hN : 2 ≤ S.card) :
    ((upToLevel S 2).card : ℚ) / ((Fintype.card α).choose S.card : ℚ) ≤
      2 * (S.card : ℚ) ^ 5 / 4 ^ S.card := by
  have hup := (quartic_scaling S hM hN).2
  -- the full CI dimension is a central binomial coefficient
  have hc := Nat.four_pow_le_two_mul_self_mul_centralBinom S.card (by omega)
  rw [Nat.centralBinom_eq_two_mul_choose] at hc
  have hc' : (4 : ℚ) ^ S.card ≤ 2 * S.card * ((Fintype.card α).choose S.card : ℚ) := by
    rw [hM]
    exact_mod_cast hc
  have hpos : (0 : ℚ) < ((Fintype.card α).choose S.card : ℚ) := by
    exact_mod_cast Nat.choose_pos (card_le_univ S)
  rw [div_le_div_iff₀ hpos (by positivity)]
  calc ((upToLevel S 2).card : ℚ) * 4 ^ S.card
      ≤ (S.card : ℚ) ^ 4 * (2 * S.card * ((Fintype.card α).choose S.card : ℚ)) :=
        mul_le_mul hup hc' (by positivity) (by positivity)
    _ = 2 * (S.card : ℚ) ^ 5 * ((Fintype.card α).choose S.card : ℚ) := by ring

end CISparsity
```

```lean
#print axioms CISparsity.row_nonzeros_le
-- 'CISparsity.row_nonzeros_le' depends on axioms: [propext, Classical.choice, Quot.sound]
#print axioms CISparsity.row_nonzeros_attained
-- 'CISparsity.row_nonzeros_attained' depends on axioms: [propext, Classical.choice, Quot.sound]
#print axioms CISparsity.quartic_scaling
-- 'CISparsity.quartic_scaling' depends on axioms: [propext, Classical.choice, Quot.sound]
#print axioms CISparsity.sparse_fraction
-- 'CISparsity.sparse_fraction' depends on axioms: [propext, Classical.choice, Quot.sound]
```
